# Squared coupling over gap bounds the ground-state energy error of a Ritz calculation in unperturbed eigenvectors

To start an iterative eigensolver for a Hermitian matrix \(H=H_0+kP\), one can diagonalise \(H\) in a small span \(V\) of eigenvectors of \(H_0\) and pass on the lowest Ritz vector. The lowest Ritz value \(m\) then estimates the lowest eigenvalue \(E\) of \(H\). If every normalised state orthogonal to \(V\) has mean energy at least \(d>m\) under the full \(H\), and \(P\) leads out of \(V\) with strength at most \(p\), then

\[
0\le m-E\le \frac{k^2p^2}{d-m}.
\]

For a configuration-interaction problem in a finite basis, this bounds the energy missed by a model space built from unperturbed states. On its own it does not bound the error of the Ritz vector, which can be large when the lowest eigenvalues nearly coincide.

## Hamiltonian, Ritz values and leakage

The states form a complex inner product space `F`, with the inner product linear in its second argument. Finite dimension is assumed where stated, including in the main theorems.

```lean
import Mathlib

open scoped InnerProductSpace

namespace RitzPerturbationBound

variable {F : Type*} [NormedAddCommGroup F] [InnerProductSpace ℂ F]
```

The coupling strength \(k\) is real, and operators are continuous linear maps.

```lean
/-- The perturbed Hamiltonian `H0 + k P` with real coupling strength `k`. -/
noncomputable def hamiltonian (H0 P : F →L[ℂ] F) (k : ℝ) : F →L[ℂ] F :=
  H0 + (k : ℂ) • P
```

An energy is a real eigenvalue, with a nonzero eigenvector.

```lean
/-- The real number `e` is an eigenvalue of `H`. -/
def IsEnergy (H : F →L[ℂ] F) (e : ℝ) : Prop :=
  ∃ x : F, x ≠ 0 ∧ H x = (e : ℂ) • x
```

A Ritz value \(\theta\) is defined by the Galerkin condition: some nonzero \(v\in V\) has a residual \(Hv-\theta v\) orthogonal to \(V\).

```lean
/-- The real number `θ` is a Ritz value of `H` on `V`: some nonzero vector of `V` has a
residual orthogonal to `V`. -/
def IsRitzValue (H : F →L[ℂ] F) (V : Submodule ℂ F) (θ : ℝ) : Prop :=
  ∃ v ∈ V, v ≠ 0 ∧ ∀ w ∈ V, ⟪w, H v - (θ : ℂ) • v⟫_ℂ = 0
```

The space \(V\) is the span of a set of eigenvectors of \(H_0\), which need not share an eigenvalue.

```lean
/-- The subspace `V` is spanned by eigenvectors of `H0`. -/
def IsEigenSpan (H0 : F →L[ℂ] F) (V : Submodule ℂ F) : Prop :=
  ∃ S : Set F, Submodule.span ℂ S = V ∧ ∀ s ∈ S, ∃ μ : ℂ, H0 s = μ • s
```

With \(Q\) the orthogonal projector onto \(V\), the part of \(P\) that leads out of \(V\) is \((1-Q)PQ\). Its operator norm is what \(p\) bounds.

```lean
/-- The part `(1 - Q) P Q` of `P` that leads out of `V`, with `Q` the orthogonal projector
onto `V`. -/
noncomputable def leakage [FiniteDimensional ℂ F] (P : F →L[ℂ] F) (V : Submodule ℂ F) :
    F →L[ℂ] F :=
  (1 - V.starProjection) * P * V.starProjection
```

Vectors are not normalised below, so factors \(\langle v,v\rangle=\|v\|^2\) appear.

```lean
private theorem inner_self_ofReal (v : F) : ⟪v, v⟫_ℂ = ((‖v‖ ^ 2 : ℝ) : ℂ) :=
  (inner_self_eq_norm_sq_to_K v).trans (Complex.ofReal_pow _ _).symm
```

If \(V\) is the whole space, the residual is orthogonal to itself and vanishes. Ritz values are then eigenvalues.

```lean
/-- The Ritz values on the whole space are the real eigenvalues. -/
theorem isRitzValue_top (H : F →L[ℂ] F) (e : ℝ) : IsRitzValue H ⊤ e ↔ IsEnergy H e := by
  constructor
  · rintro ⟨v, _, hv, h⟩
    exact ⟨v, hv, sub_eq_zero.mp (inner_self_eq_zero.mp (h _ Submodule.mem_top))⟩
  · rintro ⟨x, hx, h⟩
    exact ⟨x, Submodule.mem_top, hx, fun w _ => by rw [h, sub_self, inner_zero_right]⟩
```

## Projecting the eigenvalue equation

Let \(H(a+b)=e(a+b)\) with \(a\perp b\). The inner product with \(a\) gives

\[
\langle a,Ha\rangle+\langle a,Hb\rangle=e\|a\|^2 .
\]

Suppose \(\mathrm{Re}\langle a,Ha\rangle\ge t\|a\|^2\) and \(|\langle a,Hb\rangle|\le c\|a\|\|b\|\), with \(c\ge0\). Taking real parts gives \((t-e)\|a\|^2\le c\|a\|\|b\|\), and cancelling \(\|a\|\) leaves \((t-e)\|a\|\le c\|b\|\). If \(a=0\), this is clear. The proof treats the two cases separately, and `nlinarith` does the rearrangement.

```lean
/-- If a part `a` of an eigenvector `a + b` has mean energy at least `t` and is coupled to the
orthogonal part `b` with strength at most `c`, then `(t - e) ‖a‖ ≤ c ‖b‖`. -/
theorem block_bound {H : F →L[ℂ] F} {a b : F} {e t c : ℝ} (hab : ⟪a, b⟫_ℂ = 0)
    (hx : H (a + b) = (e : ℂ) • (a + b)) (ht : t * ‖a‖ ^ 2 ≤ (⟪a, H a⟫_ℂ).re)
    (hc : ‖⟪a, H b⟫_ℂ‖ ≤ c * ‖a‖ * ‖b‖) (c0 : 0 ≤ c) : (t - e) * ‖a‖ ≤ c * ‖b‖ := by
  -- project the eigenvalue equation on `a`
  have h : ⟪a, H a⟫_ℂ + ⟪a, H b⟫_ℂ = (e : ℂ) * ((‖a‖ ^ 2 : ℝ) : ℂ) := by
    rw [← inner_add_right, ← map_add, hx, inner_smul_right, inner_add_right, hab, add_zero,
      inner_self_ofReal]
  have hr := congrArg Complex.re h
  rw [Complex.add_re, ← Complex.ofReal_mul, Complex.ofReal_re] at hr
  have hn := (abs_le.1 (Complex.abs_re_le_norm ⟪a, H b⟫_ℂ)).1
  rcases (norm_nonneg a).eq_or_lt with h0 | h0
  · rw [← h0, mul_zero]
    exact mul_nonneg c0 (norm_nonneg b)
  · refine le_of_mul_le_mul_right ?_ h0
    nlinarith
```

## The variational bounds

Let \(H\) be Hermitian. Its compression \(T=QH|_V\) is then Hermitian too, so it has an orthonormal eigenbasis \(b_i\) with real eigenvalues \(\varepsilon_i\). Each \(\varepsilon_i\) is a Ritz value, hence \(\varepsilon_i\ge m\), and for \(v\in V\)

\[
\langle v,Hv\rangle=\sum_i\varepsilon_i|\langle b_i,v\rangle|^2\ge m\|v\|^2 .
\]

In Lean, `hTi` identifies the matrix elements of `T` with those of `H`, `hev` gives \(m\le\varepsilon_i\), and `key` is the sum.

```lean
variable [FiniteDimensional ℂ F]

/-- The lowest Ritz value on `V` bounds the mean energy of every vector of `V` from below. -/
theorem ritz_variational {H : F →L[ℂ] F} (hH : (H : F →ₗ[ℂ] F).IsSymmetric)
    {V : Submodule ℂ F} {m : ℝ} (hm : IsLeast {θ | IsRitzValue H V θ} m)
    {v : F} (hv : v ∈ V) : m * ‖v‖ ^ 2 ≤ (⟪v, H v⟫_ℂ).re := by
  -- the compression of `H` to `V` and its eigenbasis
  let T : V →ₗ[ℂ] V := LinearMap.adjoint V.subtype ∘ₗ (H : F →ₗ[ℂ] F) ∘ₗ V.subtype
  have hTi : ∀ a b : V, ⟪a, T b⟫_ℂ = ⟪(a : F), H b⟫_ℂ := fun a b =>
    LinearMap.adjoint_inner_right V.subtype a (H b)
  have hT : T.IsSymmetric := fun a b => by
    rw [← inner_conj_symm (T a) b, hTi, hTi, inner_conj_symm]
    exact hH a b
  obtain ⟨b, ev, hb⟩ : ∃ (b : OrthonormalBasis (Fin (Module.finrank ℂ V)) ℂ V)
      (ev : Fin (Module.finrank ℂ V) → ℝ), ∀ i, T (b i) = (ev i : ℂ) • b i :=
    ⟨hT.eigenvectorBasis rfl, hT.eigenvalues rfl, fun i => hT.apply_eigenvectorBasis rfl i⟩
  have hev : ∀ i, m ≤ ev i := fun i => by
    refine hm.2 ⟨b i, (b i).2, fun h => b.orthonormal.ne_zero i (Subtype.ext h), ?_⟩
    intro w hw
    have h1 := hTi ⟨w, hw⟩ (b i)
    rw [hb, inner_smul_right] at h1
    rw [inner_sub_right, inner_smul_right, sub_eq_zero]
    exact h1.symm
  have key : ∀ u : V, m * ‖u‖ ^ 2 ≤ (⟪u, T u⟫_ℂ).re := fun u => by
    rw [← b.sum_inner_mul_inner u (T u), Complex.re_sum, ← b.sum_sq_norm_inner_right u,
      Finset.mul_sum]
    refine Finset.sum_le_sum fun i _ => ?_
    rw [← hT (b i) u, hb, inner_smul_left, Complex.conj_ofReal, mul_left_comm,
      ← inner_conj_symm u (b i), mul_comm (starRingEnd ℂ _), Complex.mul_conj,
      Complex.normSq_eq_norm_sq, ← Complex.ofReal_mul, Complex.ofReal_re]
    exact mul_le_mul_of_nonneg_right (hev i) (sq_nonneg _)
  have h := key ⟨v, hv⟩
  rw [hTi] at h
  exact h
```

Applied to the whole space, the same bound reads \(E\|v\|^2\le\mathrm{Re}\langle v,Hv\rangle\). For a Ritz vector with value \(m\) the right side is \(m\|v\|^2\), so \(E\le m\).

```lean
/-- The lowest eigenvalue lies at or below every Ritz value. -/
theorem energy_le_ritz {H : F →L[ℂ] F} (hH : (H : F →ₗ[ℂ] F).IsSymmetric)
    {V : Submodule ℂ F} {E m : ℝ} (hE : IsLeast {e | IsEnergy H e} E)
    (hm : IsRitzValue H V m) : E ≤ m := by
  obtain ⟨v, hv, hv0, h⟩ := hm
  have hE' : IsLeast {θ | IsRitzValue H ⊤ θ} E := by
    simpa only [isRitzValue_top] using hE
  have h1 := ritz_variational hH hE' (Submodule.mem_top (x := v))
  have h2 := h v hv
  rw [inner_sub_right, inner_smul_right, sub_eq_zero, inner_self_ofReal,
    ← Complex.ofReal_mul] at h2
  rw [h2, Complex.ofReal_re] at h1
  exact le_of_mul_le_mul_right h1 (pow_pos (norm_pos_iff.2 hv0) 2)
```

## Only the perturbation couples V to its complement

Let \(v\in V\) and \(y\perp V\). Since \(H_0v\in V\), \(Qv=v\) and \(QPv\in V\),

\[
\langle y,Hv\rangle=k\langle y,Pv\rangle=k\langle y,(1-Q)PQ\,v\rangle ,
\]

and Cauchy–Schwarz gives \(|\langle y,Hv\rangle|\le|k|p\,\|y\|\|v\|\). The steps `hinv` and `hin` establish the invariance of \(V\) and this identity.

```lean
/-- The Hamiltonian couples `V` to its orthogonal complement with strength at most `|k| p`. -/
theorem coupling_le {H0 P : F →L[ℂ] F} {k p : ℝ} {V : Submodule ℂ F}
    (hV : IsEigenSpan H0 V) (hp : ‖leakage P V‖ ≤ p) {v y : F} (hv : v ∈ V) (hy : y ∈ Vᗮ) :
    ‖⟪y, hamiltonian H0 P k v⟫_ℂ‖ ≤ |k| * p * ‖y‖ * ‖v‖ := by
  have hy' := (Submodule.mem_orthogonal' V y).1 hy
  -- `H0` maps `V` into itself
  have hinv : H0 v ∈ V := by
    obtain ⟨S, rfl, hS⟩ := hV
    have hle : Submodule.span ℂ S ≤ (Submodule.span ℂ S).comap (H0 : F →ₗ[ℂ] F) :=
      Submodule.span_le.2 fun s hs => by
        obtain ⟨μ, h⟩ := hS s hs
        change H0 s ∈ Submodule.span ℂ S
        rw [h]
        exact Submodule.smul_mem _ _ (Submodule.subset_span hs)
    exact hle hv
  have hL : leakage P V v = P v - V.starProjection (P v) := by
    change P (V.starProjection v) - V.starProjection (P (V.starProjection v)) = _
    rw [Submodule.starProjection_eq_self_iff.2 hv]
  have hin : ⟪y, hamiltonian H0 P k v⟫_ℂ = (k : ℂ) * ⟪y, leakage P V v⟫_ℂ := by
    change ⟪y, H0 v + (k : ℂ) • P v⟫_ℂ = _
    rw [hL, inner_add_right, inner_smul_right, inner_sub_right, hy' _ hinv,
      hy' _ (Submodule.starProjection_apply_mem V (P v)), zero_add, sub_zero]
  rw [hin, norm_mul, Complex.norm_real, Real.norm_eq_abs]
  calc |k| * ‖⟪y, leakage P V v⟫_ℂ‖ ≤ |k| * (‖y‖ * (p * ‖v‖)) := by
        gcongr
        exact (norm_inner_le_norm _ _).trans (mul_le_mul_of_nonneg_left
          ((leakage P V).le_of_opNorm_le hp v) (norm_nonneg y))
    _ = |k| * p * ‖y‖ * ‖v‖ := by ring
```

## The error bounds

Split a ground state as \(x=v+y\). Projecting on each part gives

\[
(m-E)\|v\|\le|k|p\|y\|,\qquad (d-E)\|y\|\le|k|p\|v\| .
\]

Here \(d-E>0\), because \(E\le m<d\). If \(v\) were zero, the second inequality would force \(y=0\), and so \(x=0\). Multiplying the first by \(d-E\) and inserting the second therefore allows \(\|v\|\) to be cancelled:

\[
(m-E)(d-E)\le k^2p^2 .
\]

The hypotheses are that \(H\) is Hermitian (`hH`), that \(V\) is an eigenspan (`hV`), the leakage bound (`hp`), the energy floor (`hd`) and \(m<d\) (`hmd`). The last two together say that every normalised state orthogonal to \(V\) has mean energy above \(m\) under the full \(H\); the user must supply \(d\). `IsLeast` makes \(m\) and \(E\) the lowest Ritz value and eigenvalue, and the existence of \(m\) makes \(V\) nonzero.

```lean
/-- The lowest eigenvalue `E` and the lowest Ritz value `m < d` satisfy
`(m - E) (d - E) ≤ k² p²`. -/
theorem gap_product_bound {H0 P : F →L[ℂ] F} {k p d m E : ℝ} {V : Submodule ℂ F}
    (hH : (hamiltonian H0 P k : F →ₗ[ℂ] F).IsSymmetric)
    (hV : IsEigenSpan H0 V) (hp : ‖leakage P V‖ ≤ p)
    (hd : ∀ y ∈ Vᗮ, d * ‖y‖ ^ 2 ≤ (⟪y, hamiltonian H0 P k y⟫_ℂ).re)
    (hm : IsLeast {θ | IsRitzValue (hamiltonian H0 P k) V θ} m) (hmd : m < d)
    (hE : IsLeast {e | IsEnergy (hamiltonian H0 P k) e} E) :
    (m - E) * (d - E) ≤ k ^ 2 * p ^ 2 := by
  have hEm := energy_le_ritz hH hE hm.1
  have c0 : 0 ≤ |k| * p := mul_nonneg (abs_nonneg k) ((norm_nonneg _).trans hp)
  obtain ⟨x, hx0, hx⟩ := hE.1
  -- split the ground state along `V` and its complement
  obtain ⟨v, hv, y, hy, rfl⟩ : ∃ v ∈ V, ∃ y ∈ Vᗮ, x = v + y :=
    ⟨V.starProjection x, Submodule.starProjection_apply_mem V x, x - V.starProjection x,
      Submodule.sub_starProjection_mem_orthogonal x, by abel⟩
  have hyv : ⟪y, v⟫_ℂ = 0 := (Submodule.mem_orthogonal' V y).1 hy v hv
  have hvy : ⟪v, y⟫_ℂ = 0 := (Submodule.mem_orthogonal V y).1 hy v hv
  have hc := coupling_le (k := k) hV hp hv hy
  have hc' : ‖⟪v, hamiltonian H0 P k y⟫_ℂ‖ ≤ |k| * p * ‖v‖ * ‖y‖ := by
    have hs : ⟪hamiltonian H0 P k v, y⟫_ℂ = ⟪v, hamiltonian H0 P k y⟫_ℂ := hH v y
    rw [← hs, norm_inner_symm]
    linarith
  have h1 := block_bound hvy hx (ritz_variational hH hm hv) hc' c0
  have h2 := block_bound hyv (by rw [add_comm y v]; exact hx) (hd y hy) hc c0
  have hdE : 0 < d - E := by linarith
  have hvpos : 0 < ‖v‖ := by
    refine norm_pos_iff.2 fun h => hx0 ?_
    rw [h, norm_zero, mul_zero] at h2
    have hy0 : ‖y‖ ≤ 0 := by
      by_contra hcon
      exact absurd h2 (not_le_of_gt (mul_pos hdE (not_le.1 hcon)))
    rw [h, norm_le_zero_iff.1 hy0, add_zero]
  -- multiply the two projected inequalities
  refine le_of_mul_le_mul_right ?_ hvpos
  calc (m - E) * (d - E) * ‖v‖ = (d - E) * ((m - E) * ‖v‖) := by ring
    _ ≤ (d - E) * (|k| * p * ‖y‖) := mul_le_mul_of_nonneg_left h1 hdE.le
    _ = |k| * p * ((d - E) * ‖y‖) := by ring
    _ ≤ |k| * p * (|k| * p * ‖v‖) := mul_le_mul_of_nonneg_left h2 c0
    _ = |k| ^ 2 * p ^ 2 * ‖v‖ := by ring
    _ = k ^ 2 * p ^ 2 * ‖v‖ := by rw [sq_abs]
```

The bound with \(d-m\) follows from

\[
(m-E)(d-m)=(m-E)(d-E)-(m-E)^2\le k^2p^2 .
\]

```lean
/-- The lowest Ritz value on a span of unperturbed eigenvectors exceeds the lowest eigenvalue
of `H0 + k P` by at least zero and at most `k² p² / (d - m)`. -/
theorem ritz_error_bound {H0 P : F →L[ℂ] F} {k p d m E : ℝ} {V : Submodule ℂ F}
    (hH : (hamiltonian H0 P k : F →ₗ[ℂ] F).IsSymmetric)
    (hV : IsEigenSpan H0 V) (hp : ‖leakage P V‖ ≤ p)
    (hd : ∀ y ∈ Vᗮ, d * ‖y‖ ^ 2 ≤ (⟪y, hamiltonian H0 P k y⟫_ℂ).re)
    (hm : IsLeast {θ | IsRitzValue (hamiltonian H0 P k) V θ} m) (hmd : m < d)
    (hE : IsLeast {e | IsEnergy (hamiltonian H0 P k) e} E) :
    0 ≤ m - E ∧ m - E ≤ k ^ 2 * p ^ 2 / (d - m) := by
  have hEm := energy_le_ritz hH hE hm.1
  have h := gap_product_bound hH hV hp hd hm hmd hE
  refine ⟨by linarith, ?_⟩
  rw [le_div_iff₀ (by linarith)]
  nlinarith [sq_nonneg (m - E)]
```

Defining \(m\) as the minimum of the Rayleigh quotient on \(V\) would make its variational bound immediate. That \(m\) is an eigenvalue of the projected matrix, which is what a program computes, would then need proof.

## Equality in a two-level system

For a real symmetric two-level matrix with diagonal \(m,d\) and coupling \(c\), eliminating either amplitude from the eigenvalue equations gives \([(m-E)(d-E)-c^2]\,x_i=0\) for \(i=0,1\). Some amplitude is nonzero, so the bracket vanishes. Take \(H_0\) as the diagonal part, \(kP\) as the off-diagonal part and \(V\) as the span of the first basis state, so that \(|k|p=|c|\) for the smallest possible \(p\). If \(m<d\) and \(E\) is the lower eigenvalue, this is the product bound with equality.

```lean
/-- Every real eigenvalue `E` of the two-level Hamiltonian with diagonal `m, d` and coupling
`c` satisfies `(m - E) (d - E) = c²`. -/
theorem two_level_equality {m d c E : ℝ} {x : Fin 2 → ℂ} (hx0 : x ≠ 0)
    (hx : Matrix.mulVec !![(m : ℂ), (c : ℂ); (c : ℂ), (d : ℂ)] x = (E : ℂ) • x) :
    (m - E) * (d - E) = c ^ 2 := by
  have h0 : (m : ℂ) * x 0 + c * x 1 = E * x 0 := by
    simpa [Matrix.mulVec, dotProduct, Fin.sum_univ_two] using congrFun hx 0
  have h1 : (c : ℂ) * x 0 + d * x 1 = E * x 1 := by
    simpa [Matrix.mulVec, dotProduct, Fin.sum_univ_two] using congrFun hx 1
  -- the secular determinant annihilates both amplitudes
  have hz0 : (((m : ℂ) - E) * (d - E) - c ^ 2) * x 0 = 0 := by
    linear_combination ((d : ℂ) - E) * h0 - (c : ℂ) * h1
  have hz1 : (((m : ℂ) - E) * (d - E) - c ^ 2) * x 1 = 0 := by
    linear_combination ((m : ℂ) - E) * h1 - (c : ℂ) * h0
  have hK : ((m : ℂ) - E) * (d - E) - c ^ 2 = 0 := by
    by_contra hK
    refine hx0 (funext fun i => ?_)
    fin_cases i
    · exact (mul_eq_zero.1 hz0).resolve_left hK
    · exact (mul_eq_zero.1 hz1).resolve_left hK
  have hR : (m - E) * (d - E) - c ^ 2 = 0 := by exact_mod_cast hK
  linarith

end RitzPerturbationBound
```

```lean
#print axioms RitzPerturbationBound.ritz_error_bound
#print axioms RitzPerturbationBound.two_level_equality
```

```
'RitzPerturbationBound.ritz_error_bound' depends on axioms: [propext, Classical.choice, Quot.sound]
'RitzPerturbationBound.two_level_equality' depends on axioms: [propext, Classical.choice, Quot.sound]
```
